# Nearest-neighbour distances and largest equal-sphere muffin-tin fractions in fcc, bcc, simple cubic and diamond crystals

**Q:** What are your units, and what exactly is an atom here?

**A:** The cube edge is the unit of length, and an atom is a point in Euclidean three-space. A basis position \(b\) is an integer triple in quarters of the edge, and an integer triple \(n\) labels the cell. The atom `site b n` has coordinates \(b_i/4+n_i\), with \(i=0,1,2\).

```lean
import Mathlib

open Real

namespace MuffinTinCubicCrystals

noncomputable section

/-- Euclidean three-space, with the edge of the cubic cell as unit of length. -/
abbrev E3 := EuclideanSpace ℝ (Fin 3)

/-- The atom with basis position `b`, in quarters of the cube edge, in the cell labelled `n`. -/
def site (b n : ℤ × ℤ × ℤ) : E3 :=
  !₂[(b.1 : ℝ) / 4 + n.1, (b.2.1 : ℝ) / 4 + n.2.1, (b.2.2 : ℝ) / 4 + n.2.2]
```

**Q:** Is the crystal infinite, or a cluster with surfaces?

**A:** Infinite: `crystal B` contains every lattice translate of the finite basis `B`. The four bases are explicit.

```lean
/-- The crystal formed by all lattice translates of the basis `B`. -/
def crystal (B : Finset (ℤ × ℤ × ℤ)) : Set E3 := {x | ∃ b ∈ B, ∃ n, x = site b n}

/-- Simple cubic basis: one corner atom. -/
def sc : Finset (ℤ × ℤ × ℤ) := {(0, 0, 0)}

/-- Body-centred cubic basis: corner and cube centre. -/
def bcc : Finset (ℤ × ℤ × ℤ) := {(0, 0, 0), (2, 2, 2)}

/-- Face-centred cubic basis: corner and three face centres. -/
def fcc : Finset (ℤ × ℤ × ℤ) := {(0, 0, 0), (0, 2, 2), (2, 0, 2), (2, 2, 0)}

/-- Diamond basis: the fcc positions and their shifts by a quarter of the body diagonal. -/
def diamond : Finset (ℤ × ℤ × ℤ) :=
  {(0, 0, 0), (0, 2, 2), (2, 0, 2), (2, 2, 0), (1, 1, 1), (1, 3, 3), (3, 1, 3), (3, 3, 1)}
```

**Q:** How do you count atoms and define a filling fraction?

**A:** The cube is half-open, so a corner atom counts once. Spheres are open balls of equal radius \(R\), so touching is allowed. With \(N\) atoms in the cube, `filling` is \(N\cdot\tfrac43\pi R^3\). Reading this as a fraction of space requires non-overlapping spheres and uses periodicity: parts of spheres that leave the cube are replaced by parts entering from neighbouring cells. That identification is built into the definition, not derived from a volume integral.

```lean
/-- The half-open unit cube. -/
def unitCube : Set E3 := {x | ∀ i, 0 ≤ x i ∧ x i < 1}

/-- The squared distances between distinct atoms. -/
def sqDistances (S : Set E3) : Set ℝ := {q | ∃ x ∈ S, ∃ y ∈ S, x ≠ y ∧ q = dist x y ^ 2}

/-- Muffin-tin spheres of radius `R` around distinct atoms do not overlap. -/
def NonOverlapping (S : Set E3) (R : ℝ) : Prop :=
  ∀ x ∈ S, ∀ y ∈ S, x ≠ y → Disjoint (Metric.ball x R) (Metric.ball y R)

/-- Number of atoms in the unit cube times the volume of a sphere of radius `R`. -/
def filling (S : Set E3) (R : ℝ) : ℝ := (S ∩ unitCube).ncard * (4 / 3 * π * R ^ 3)

/-- The filling fractions reached by equal non-overlapping muffin-tin spheres. -/
def muffinTinFractions (S : Set E3) : Set ℝ :=
  {f | ∃ R, 0 < R ∧ NonOverlapping S R ∧ f = filling S R}
```

**Q:** There are infinitely many pairs of atoms. How do you find the shortest distance?

**A:** For sites \((b,n)\) and \((c,k)\),

\[
16\,d^2=\sum_{i=0}^{2}\bigl(b_i-c_i+4(n_i-k_i)\bigr)^2 .
\]

Translations leave each difference \(b_i-c_i\) unchanged modulo 4. Its square is therefore at least 0, 4 or 1 when the residue is 0, 2 or odd. This bound is `gap`.

```lean
/-- Sixteen times the squared distance between two sites, as an integer. -/
def sqInt (b n c k : ℤ × ℤ × ℤ) : ℤ :=
  (b.1 - c.1 + 4 * (n.1 - k.1)) ^ 2 + (b.2.1 - c.2.1 + 4 * (n.2.1 - k.2.1)) ^ 2
    + (b.2.2 - c.2.2 + 4 * (n.2.2 - k.2.2)) ^ 2

/-- The least square of an integer congruent to `z` modulo 4. -/
def gap (z : ℤ) : ℤ := if z % 4 = 0 then 0 else if z % 4 = 2 then 4 else 1

/-- The squared distance between two sites is an integer over sixteen. -/
theorem dist_sq_site (b n c k : ℤ × ℤ × ℤ) :
    dist (site b n) (site c k) ^ 2 = (sqInt b n c k : ℝ) / 16 := by
  have h0 : ∀ b n, (site b n) 0 = (b.1 : ℝ) / 4 + n.1 := fun _ _ => rfl
  have h1 : ∀ b n, (site b n) 1 = (b.2.1 : ℝ) / 4 + n.2.1 := fun _ _ => rfl
  have h2 : ∀ b n, (site b n) 2 = (b.2.2 : ℝ) / 4 + n.2.2 := fun _ _ => rfl
  rw [EuclideanSpace.dist_eq, Real.sq_sqrt (by positivity)]
  simp only [Fin.sum_univ_three, Real.dist_eq, sq_abs, h0, h1, h2, sqInt]
  push_cast
  ring

/-- Changing an integer `c` by a multiple of 4 cannot bring its square below `gap c`. -/
theorem gap_le (c k : ℤ) : gap c ≤ (c + 4 * k) ^ 2 := by
  unfold gap
  split_ifs with h1 h2
  · positivity
  · have h : 2 ≤ c + 4 * k ∨ c + 4 * k ≤ -2 := by omega
    rcases h with h | h <;> nlinarith
  · have h : 1 ≤ c + 4 * k ∨ c + 4 * k ≤ -1 := by omega
    rcases h with h | h <;> nlinarith
```

**Q:** And the four structures?

**A:** For different basis atoms:

- In fcc, two coordinates have residue 2, so \(16d^2\ge 8\).
- In bcc, all three do, so \(16d^2\ge 12\).
- In diamond, atoms on the same fcc sublattice give at least 8; atoms on different sublattices have three odd differences and give at least 3.

Translates of the same basis atom have \(16d^2=16|n-k|^2\ge16\). The pairs \((0,0,0)\)–\((0,2,2)\), \((0,0,0)\)–\((2,2,2)\) and \((0,0,0)\)–\((1,1,1)\) attain the bounds 8, 12 and 3.

Simple cubic is the smallest case. With one basis atom there are no different basis atoms to compare, and adjacent translates give exactly 16.

```lean
/-- Let `m` be an integer with `0 < m ≤ 16` that bounds the summed `gap`s of any two different basis
atoms from below and equals `sqInt` for some pair of sites. Then `m / 16` is the minimal squared
distance of the whole crystal. -/
theorem isLeast_sqDistances {B : Finset (ℤ × ℤ × ℤ)} {q : ℝ} (m : ℤ) (hq : q = (m : ℝ) / 16)
    (h0 : 0 < m) (hm : m ≤ 16)
    (hB : ∀ b ∈ B, ∀ c ∈ B, b ≠ c →
      m ≤ gap (b.1 - c.1) + gap (b.2.1 - c.2.1) + gap (b.2.2 - c.2.2))
    (hw : ∃ b ∈ B, ∃ c ∈ B, ∃ n k, sqInt b n c k = m) :
    IsLeast (sqDistances (crystal B)) q := by
  subst hq
  constructor
  · obtain ⟨b, hb, c, hc, n, k, h⟩ := hw
    have hd := dist_sq_site b n c k
    rw [h] at hd
    refine ⟨_, ⟨b, hb, n, rfl⟩, _, ⟨c, hc, k, rfl⟩, fun he => ?_, hd.symm⟩
    rw [he, dist_self] at hd
    have : (0 : ℝ) < m := Int.cast_pos.mpr h0
    linarith
  · rintro _ ⟨_, ⟨b, hb, n, rfl⟩, _, ⟨c, hc, k, rfl⟩, hne, rfl⟩
    rw [dist_sq_site]
    have key : m ≤ sqInt b n c k := by
      unfold sqInt
      by_cases h : b = c
      · -- translates of one basis atom are at least a cube edge apart
        subst h
        have hz : n.1 - k.1 ≠ 0 ∨ n.2.1 - k.2.1 ≠ 0 ∨ n.2.2 - k.2.2 ≠ 0 := by
          by_contra hc'
          have hnk : n = k :=
            Prod.ext (by omega) (Prod.ext (by omega) (by omega))
          exact hne (by rw [hnk])
        have sq1 : ∀ z : ℤ, z ≠ 0 → 1 ≤ z ^ 2 := fun z hz => by
          have : 0 < z ^ 2 := by positivity
          linarith
        rcases hz with h | h | h <;>
          nlinarith [sq1 _ h, sq_nonneg (n.1 - k.1), sq_nonneg (n.2.1 - k.2.1),
            sq_nonneg (n.2.2 - k.2.2)]
      · linarith [hB b hb c hc h, gap_le (b.1 - c.1) (n.1 - k.1),
          gap_le (b.2.1 - c.2.1) (n.2.1 - k.2.1), gap_le (b.2.2 - c.2.2) (n.2.2 - k.2.2)]
    have : (m : ℝ) ≤ (sqInt b n c k : ℝ) := Int.cast_le.mpr key
    linarith
```

`IsLeast` means that the value occurs and that nothing smaller does. The lemma splits on `b = c`, just as the argument above does.

```lean
/-- The minimal squared distances in fcc, bcc, simple cubic and diamond crystals are
1/2, 3/4, 1 and 3/16 of the squared cube edge. -/
theorem minimal_sqDistances :
    IsLeast (sqDistances (crystal fcc)) (1 / 2) ∧ IsLeast (sqDistances (crystal bcc)) (3 / 4) ∧
    IsLeast (sqDistances (crystal sc)) 1 ∧ IsLeast (sqDistances (crystal diamond)) (3 / 16) := by
  refine ⟨isLeast_sqDistances 8 (by norm_num) (by norm_num) (by norm_num) (by decide +kernel) ?_,
    isLeast_sqDistances 12 (by norm_num) (by norm_num) (by norm_num) (by decide +kernel) ?_,
    isLeast_sqDistances 16 (by norm_num) (by norm_num) (by norm_num) (by decide +kernel) ?_,
    isLeast_sqDistances 3 (by norm_num) (by norm_num) (by norm_num) (by decide +kernel) ?_⟩
  · exact ⟨(0, 0, 0), by decide, (0, 2, 2), by decide, (0, 0, 0), (0, 0, 0), by decide⟩
  · exact ⟨(0, 0, 0), by decide, (2, 2, 2), by decide, (0, 0, 0), (0, 0, 0), by decide⟩
  · exact ⟨(0, 0, 0), by decide, (0, 0, 0), by decide, (1, 0, 0), (0, 0, 0), by decide⟩
  · exact ⟨(0, 0, 0), by decide, (1, 1, 1), by decide, (0, 0, 0), (0, 0, 0), by decide⟩
```

**Q:** Where are all those basis pairs actually checked?

**A:** In `decide +kernel`. Because `gap` has removed the cell labels, the hypothesis `hB` concerns only finitely many integer triples and is decidable. Lean's kernel evaluates that decision directly. The infinitely many translations have already been handled in `isLeast_sqDistances`: by `gap_le` for different basis atoms, and by a separate estimate for translates of the same one.

**Q:** Did you simply insert the atom counts 4, 2, 1 and 8?

**A:** No, they are derived. If \(0\le b_i<4\) and \(0\le b_i/4+n_i<1\), then \(n_i=0\). The atoms in the cube are thus the basis atoms, and different triples give different points.

```lean
/-- If the basis positions lie in the half-open unit cube, the number of atoms in the cube is the
number of basis positions. -/
theorem atoms_per_cube {B : Finset (ℤ × ℤ × ℤ)}
    (hB : ∀ b ∈ B, (0 ≤ b.1 ∧ b.1 < 4) ∧ (0 ≤ b.2.1 ∧ b.2.1 < 4) ∧ (0 ≤ b.2.2 ∧ b.2.2 < 4)) :
    (crystal B ∩ unitCube).ncard = B.card := by
  have out : ∀ b n : ℤ, (0 ≤ b ∧ b < 4) →
      (0 ≤ (b : ℝ) / 4 + n ∧ (b : ℝ) / 4 + n < 1) → n = 0 := by
    intro b n hb h
    have h1 : ((0 : ℤ) : ℝ) ≤ ((b + 4 * n : ℤ) : ℝ) := by push_cast; linarith [h.1]
    have h2 : ((b + 4 * n : ℤ) : ℝ) < ((4 : ℤ) : ℝ) := by push_cast; linarith [h.2]
    have h3 := Int.cast_le.mp h1
    have h4 := Int.cast_lt.mp h2
    omega
  have inside : ∀ b : ℤ, (0 ≤ b ∧ b < 4) →
      (0 ≤ (b : ℝ) / 4 + ((0 : ℤ) : ℝ) ∧ (b : ℝ) / 4 + ((0 : ℤ) : ℝ) < 1) := by
    intro b hb
    have h1 : (0 : ℝ) ≤ b := by exact_mod_cast hb.1
    have h2 : (b : ℝ) < 4 := by exact_mod_cast hb.2
    push_cast
    constructor <;> linarith
  have himg : crystal B ∩ unitCube = (fun b => site b (0, 0, 0)) '' (B : Set (ℤ × ℤ × ℤ)) := by
    ext x
    constructor
    · rintro ⟨⟨b, hb, n, rfl⟩, hx⟩
      obtain ⟨h1, h2, h3⟩ := hB b hb
      have hn : n = (0, 0, 0) := Prod.ext (out _ _ h1 (hx 0))
        (Prod.ext (out _ _ h2 (hx 1)) (out _ _ h3 (hx 2)))
      exact ⟨b, hb, by rw [hn]⟩
    · rintro ⟨b, hb, rfl⟩
      obtain ⟨h1, h2, h3⟩ := hB b (Finset.mem_coe.mp hb)
      refine ⟨⟨b, Finset.mem_coe.mp hb, _, rfl⟩, fun i => ?_⟩
      fin_cases i
      exacts [inside _ h1, inside _ h2, inside _ h3]
  have inj : Function.Injective (fun b => site b (0, 0, 0)) := by
    intro b c h
    have e : ∀ u v : ℤ, (u : ℝ) / 4 + ((0 : ℤ) : ℝ) = (v : ℝ) / 4 + ((0 : ℤ) : ℝ) → u = v := by
      intro u v huv
      have : (u : ℝ) = v := by linarith
      exact_mod_cast this
    exact Prod.ext (e _ _ (congrArg (fun x : E3 => x 0) h))
      (Prod.ext (e _ _ (congrArg (fun x : E3 => x 1) h)) (e _ _ (congrArg (fun x : E3 => x 2) h)))
  rw [himg, Set.ncard_image_of_injective _ inj, Set.ncard_coe_finset]
```

**Q:** Why is touching optimal?

**A:** Let \(d\) now be the minimal distance. If \(2R\) exceeds the distance between two centres, their midpoint lies in both balls. If it does not, a common point would violate the triangle inequality. So the spheres are disjoint exactly when \(R\le d/2\), and the filling grows with \(R\).

```lean
/-- For equal non-overlapping spheres centred at the points of a fixed set `S` with minimal distance
`d`, the value of `filling` is largest when the diameter equals `d`. -/
theorem touching_isGreatest {S : Set E3} {d : ℝ} (hd : 0 < d)
    (h : IsLeast (sqDistances S) (d ^ 2)) :
    IsGreatest (muffinTinFractions S) (filling S (d / 2)) := by
  obtain ⟨⟨x, hx, y, hy, hne, hxy⟩, hmin⟩ := h
  constructor
  · refine ⟨d / 2, by positivity, fun u hu v hv huv => Metric.ball_disjoint_ball ?_, rfl⟩
    have h1 : d ^ 2 ≤ dist u v ^ 2 := hmin ⟨u, hu, v, hv, huv, rfl⟩
    have h2 : 0 ≤ dist u v := dist_nonneg
    by_contra hc
    have h3 : dist u v < d := by linarith [not_le.mp hc]
    nlinarith
  · rintro _ ⟨R, hR, hno, rfl⟩
    -- the nearest pair of atoms limits the radius
    have h1 := (disjoint_ball_ball_iff hR hR).mp (hno x hx y hy hne)
    have h2 : R ≤ d / 2 := by
      by_contra hc
      have h3 : d < dist x y := by linarith [not_le.mp hc]
      nlinarith
    unfold filling
    gcongr
```

The largest fraction is \(N\cdot\tfrac43\pi(d/2)^3=N\pi d^3/6\):

\[
\begin{aligned}
\text{fcc:}\quad &\tfrac{4\pi}{6}\cdot\tfrac{\sqrt2}{4}=\tfrac{\pi}{3\sqrt2}, &
\text{bcc:}\quad &\tfrac{2\pi}{6}\cdot\tfrac{3\sqrt3}{8}=\tfrac{\pi\sqrt3}{8},\\
\text{sc:}\quad &\tfrac{\pi}{6}, &
\text{diamond:}\quad &\tfrac{8\pi}{6}\cdot\tfrac{3\sqrt3}{64}=\tfrac{\pi\sqrt3}{16}.
\end{aligned}
\]

```lean
/-- The largest muffin-tin filling fractions of the fcc, bcc, simple cubic and diamond crystals
are π/(3√2), π√3/8, π/6 and π√3/16. -/
theorem muffinTin_fractions :
    IsGreatest (muffinTinFractions (crystal fcc)) (π / (3 * √2)) ∧
    IsGreatest (muffinTinFractions (crystal bcc)) (π * √3 / 8) ∧
    IsGreatest (muffinTinFractions (crystal sc)) (π / 6) ∧
    IsGreatest (muffinTinFractions (crystal diamond)) (π * √3 / 16) := by
  obtain ⟨hf, hb, hs, hdi⟩ := minimal_sqDistances
  have s2 : (√2 : ℝ) ^ 2 = 2 := Real.sq_sqrt (by norm_num)
  have s3 : (√3 : ℝ) ^ 2 = 3 := Real.sq_sqrt (by norm_num)
  have main : ∀ (B : Finset (ℤ × ℤ × ℤ)) (N : ℕ) (d q v : ℝ),
      (crystal B ∩ unitCube).ncard = N → 0 < d → IsLeast (sqDistances (crystal B)) q →
      d ^ 2 = q → (N : ℝ) * (4 / 3 * π * (d / 2) ^ 3) = v →
      IsGreatest (muffinTinFractions (crystal B)) v := by
    intro B N d q v hN hd h hq hv
    subst hq
    have := touching_isGreatest hd h
    unfold filling at this
    rwa [hN, hv] at this
  refine ⟨main fcc 4 (√2 / 2) _ _ ((atoms_per_cube (by decide +kernel)).trans (by decide))
      (by positivity) hf (by linear_combination s2 / 4) ?_,
    main bcc 2 (√3 / 2) _ _ ((atoms_per_cube (by decide +kernel)).trans (by decide))
      (by positivity) hb (by linear_combination s3 / 4) ?_,
    main sc 1 1 _ _ ((atoms_per_cube (by decide +kernel)).trans (by decide))
      (by positivity) hs (by norm_num) ?_,
    main diamond 8 (√3 / 4) _ _ ((atoms_per_cube (by decide +kernel)).trans (by decide))
      (by positivity) hdi (by linear_combination s3 / 16) ?_⟩
  · rw [eq_div_iff (by positivity)]
    push_cast
    linear_combination (π / 4) * (√2 ^ 2 + 2) * s2
  · push_cast
    linear_combination (π / 24) * √3 * s3
  · push_cast
    ring
  · push_cast
    linear_combination (π / 48) * √3 * s3
```

**Q:** The fcc value is Kepler's number. Have you proved his conjecture?

**A:** No. The centres are fixed at the given crystal sites and only the common radius varies; other arrangements are not compared.

**Q:** What does this tell someone running an LAPW calculation?

**A:** In the linearised augmented plane-wave (LAPW) method, for these ideal cubic crystals with one sphere on each atom, all equal and non-overlapping, it bounds the share of space treated with atomic-like functions; the rest is the interstitial region, described by plane waves. Unequal radii, additional empty spheres at interstitial sites and distorted cells are not covered.

**Q:** And the percentages?

**A:** The bounds \(3.1415<\pi<3.1416\), \(1.414<\sqrt2<1.415\) and \(1.732<\sqrt3<1.7321\) place each percentage within half a unit of 74, 68, 52 or 34. For fcc, the proof first rewrites \(\pi/(3\sqrt2)\) as \(\pi\sqrt2/6\).

```lean
/-- In percent, the numbers π/(3√2), π√3/8, π/6 and π√3/16 round to 74, 68, 52 and 34. -/
theorem rounded_percentages :
    round (100 * (π / (3 * √2))) = 74 ∧ round (100 * (π * √3 / 8)) = 68 ∧
    round (100 * (π / 6)) = 52 ∧ round (100 * (π * √3 / 16)) = 34 := by
  have rnd : ∀ (x : ℝ) (n : ℤ), (n : ℝ) - 1 / 2 ≤ x → x < n + 1 / 2 → round x = n := by
    intro x n h1 h2
    rw [round_eq, Int.floor_eq_iff]
    constructor <;> linarith
  have p1 := Real.pi_gt_d4
  have p2 := Real.pi_lt_d4
  have a1 : (1.414 : ℝ) < √2 := (Real.lt_sqrt (by norm_num)).mpr (by norm_num)
  have a2 : √2 < (1.415 : ℝ) := (Real.sqrt_lt' (by norm_num)).mpr (by norm_num)
  have b1 : (1.732 : ℝ) < √3 := (Real.lt_sqrt (by norm_num)).mpr (by norm_num)
  have b2 : √3 < (1.7321 : ℝ) := (Real.sqrt_lt' (by norm_num)).mpr (by norm_num)
  have c1 := mul_lt_mul'' p1 a1 (by norm_num) (by norm_num)
  have c2 := mul_lt_mul'' p2 a2 (by positivity) (by positivity)
  have d1 := mul_lt_mul'' p1 b1 (by norm_num) (by norm_num)
  have d2 := mul_lt_mul'' p2 b2 (by positivity) (by positivity)
  have s2 : (√2 : ℝ) ^ 2 = 2 := Real.sq_sqrt (by norm_num)
  have e : π / (3 * √2) = π * √2 / 6 := by
    rw [div_eq_div_iff (by positivity) (by norm_num)]
    linear_combination (-3 * π) * s2
  rw [e]
  norm_num only at c1 c2 d1 d2 p1 p2
  refine ⟨rnd _ _ ?_ ?_, rnd _ _ ?_ ?_, rnd _ _ ?_ ?_, rnd _ _ ?_ ?_⟩ <;> push_cast <;> linarith

end

end MuffinTinCubicCrystals
```

```lean
#print axioms MuffinTinCubicCrystals.muffinTin_fractions
#print axioms MuffinTinCubicCrystals.rounded_percentages
```

```
'MuffinTinCubicCrystals.muffinTin_fractions' depends on axioms: [propext, Classical.choice, Quot.sound]
'MuffinTinCubicCrystals.rounded_percentages' depends on axioms: [propext, Classical.choice, Quot.sound]
```
